# Downfolded orbitals for orthonormal bands exist exactly when the square matrix of active-channel amplitudes is invertible

When I build a minimal muffin-tin basis for a few selected bands, I sort the partial-wave channels into active and passive ones, as many active channels as bands. I then fix the orbitals by asking that each has amplitude 1 in its own active channel and 0 in the other active channels. With one choice of channels the orbitals have moderate norms. With another choice, which leaves out nearly all the character of one band, their norms shoot up, although they are meant to span the same bands. Is this a numerical fault, or does the normalisation force it? And is there always some choice of channels that works?

## Little active character forces a large orbital

The normalisation forces it. At any one Bloch vector a working choice exists, for orthonormal bands in a finite channel basis.

Let there be n channels and m bands. The n by m matrix X holds the band states as columns, with XᴴX = 1. The m by n matrix P reads off the m active amplitudes, so PX is square and holds the active character of the bands. P is not a projector here, nor the potential function that often carries this letter in muffin-tin theory. The downfolded orbitals are the columns of an n by m matrix Y with the same column space as X and with PY = 1.

**Existence and uniqueness.** Every column of Y is a combination of columns of X, so Y = XC for some m by m matrix C. The normalisation becomes

(PX)C = 1.

For square matrices this means that PX is invertible and C = (PX)⁻¹. Conversely, if PX is invertible, put Y = X(PX)⁻¹. Then PY = 1, and X = Y(PX) shows that the two column spaces agree. So the only possible Y is

Y = X(PX)⁻¹.

**Overlap.** Since XᴴX = 1,

YᴴY = CᴴXᴴXC = CᴴC = ((PX)ᴴ)⁻¹(PX)⁻¹ = (PX XᴴPᴴ)⁻¹.

**Size.** Take a normalised combination Xv of the bands, with Σⱼ |vⱼ|² = 1, and let a = PXv be its active amplitudes. Suppose that Σⱼ |aⱼ|² ≤ ε². Because C inverts PX,

Ya = XC(PX)v = Xv,

so small amplitudes a must rebuild a state of norm 1. Cauchy-Schwarz in channel i gives

|(Xv)ᵢ|² ≤ ε² Σⱼ |Yᵢⱼ|².

Summing over i, with Nⱼ = Σᵢ |Yᵢⱼ|² the squared norm of orbital j,

1 ≤ ε² Σⱼ Nⱼ.

At least one Nⱼ reaches the average, so 1 ≤ m ε² Nⱼ for that orbital. When P selects channels, the active part of each orbital has weight exactly 1, and the excess sits in the passive channels.

**A working choice.** Row i of XᴴX is Σₖ conj(Xₖᵢ) times row k of X. The determinant is linear in each row, so

1 = det(XᴴX) = Σₑ [Πᵢ conj(X(e(i), i))] det Xₑ,

where e runs over all ways to assign a channel e(i) to each i, and Xₑ has row e(i) of X as its row i. Some det Xₑ is therefore nonzero. Its rows cannot repeat, so the channels are distinct, and with them active PX = Xₑ is invertible.

**The smallest telling case.** One band has real amplitudes c and s on two channels, with c² + s² = 1, and the second channel is active. Then PX = s, and for s ≠ 0

Y = (c/s, 1), with squared norm 1/s².

For s = 0.1 the squared norm is 100. Scaled to norm 1, the orbital is the band state (c, s) again, up to sign. As s goes to 0 the squared norm grows without limit, and at s = 0 no orbital exists.

## What the Lean theorems say about bands and channels

The finite index type `n` labels channels. The type `m` labels both bands and active channels, which fixes their numbers to be equal. `IsDownfolded P X Y` states the two defining conditions: equal ranges of `Y.mulVecLin` and `X.mulVecLin`, which are the column spaces, and `P * Y = 1`. The name refers to these conditions only; no energy-dependent elimination of passive channels is involved.

`downfolding` assumes `Xᴴ * X = 1` and states that some `Y` exists if and only if `IsUnit (P * X)`, and that every such `Y` has the form and overlap derived above. Here `P` may be any m by n matrix. Literal selection of channels is `channelSelector e`, where `e` lists the active channels.

`exists_large_orbital` is the size bound, with `Fintype.card m` as the number of bands. `exists_active_channels` provides an injective `e` for which orbitals exist, but no bound on their size: the choice it provides may still be a poor one. `two_channel_witness` is the two-channel example; Lean counts from 0, so the second channel is `(1 : Fin 2)`.

Orthonormality matters for the overlap formula, though not for the criterion that orbitals exist exactly when PX is invertible. That some choice of channels works needs only linearly independent columns of X, which orthonormality supplies. Take n = m = 1, X = 2 and P = 1. Then Y = 1 has overlap 1, while the formula would give 1/4. Nonzero, mutually orthogonal columns are thus not enough for it.

For non-interacting bands in a finite basis, the result tells you whether a set of channels can label a minimal basis, and warns of large passive parts when it barely can. The step left to you is to represent your muffin-tin bands by such an X: coefficients in a finite orthonormal channel basis at one Bloch vector. The working choice of channels may differ from one Bloch vector to the next, whereas a practical basis usually keeps one choice throughout the zone. A single choice that works at every Bloch vector need not exist: a band with amplitudes cos(k/2) and sin(k/2) on two channels has none of the first channel at k = π and none of the second at k = 0.

```lean
import Mathlib

open Matrix

namespace ActiveChannels

variable {m n : Type*} [Fintype m] [Fintype n] [DecidableEq m]

/-- The columns of `Y` are downfolded orbitals for the bands `X`: they span the same space as
the columns of `X`, and each has unit amplitude in its own active channel and zero amplitude in
the other active channels, the amplitudes being read off by `P`. -/
def IsDownfolded (P : Matrix m n ℂ) (X Y : Matrix n m ℂ) : Prop :=
  LinearMap.range Y.mulVecLin = LinearMap.range X.mulVecLin ∧ P * Y = 1

/-- The matrix that reads off the amplitudes in the channels listed by `e`. -/
def channelSelector [DecidableEq n] (e : m → n) : Matrix m n ℂ :=
  (1 : Matrix n n ℂ).submatrix e id

/-- Downfolded orbitals are exactly the recombinations `X * C` of the band states whose
coefficient matrix `C` inverts the active band character `P * X`. -/
theorem isDownfolded_iff (P : Matrix m n ℂ) (X Y : Matrix n m ℂ) :
    IsDownfolded P X Y ↔ ∃ C : Matrix m m ℂ, Y = X * C ∧ P * X * C = 1 := by
  constructor
  · rintro ⟨hr, hP⟩
    -- expand every column of Y in the columns of X
    have hcol : ∀ j, ∃ c : m → ℂ, ∀ i, (X *ᵥ c) i = Y i j := by
      intro j
      have h : Y.mulVecLin (Pi.single j 1) ∈ LinearMap.range X.mulVecLin := by
        rw [← hr]
        exact LinearMap.mem_range_self _ _
      obtain ⟨c, hc⟩ := h
      refine ⟨c, fun i => ?_⟩
      have := congrFun hc i
      simpa [Matrix.mulVecLin_apply] using this
    choose c hc using hcol
    have hY : Y = X * Matrix.of (fun i j => c j i) := by
      ext i j
      rw [← hc j i]
      rfl
    refine ⟨_, hY, ?_⟩
    rw [Matrix.mul_assoc, ← hY, hP]
  · rintro ⟨C, rfl, hC⟩
    refine ⟨le_antisymm ?_ ?_, by rw [← Matrix.mul_assoc]; exact hC⟩
    · rintro _ ⟨v, rfl⟩
      exact ⟨C *ᵥ v, by simp [Matrix.mulVec_mulVec]⟩
    · rintro _ ⟨v, rfl⟩
      refine ⟨(P * X) *ᵥ v, ?_⟩
      rw [Matrix.mulVecLin_apply, Matrix.mulVecLin_apply, Matrix.mulVec_mulVec,
        Matrix.mul_assoc, mul_eq_one_comm.mp hC, Matrix.mul_one]

/-- Downfolded orbitals exist if and only if the active band character `P * X` is invertible. -/
theorem exists_isDownfolded_iff (P : Matrix m n ℂ) (X : Matrix n m ℂ) :
    (∃ Y, IsDownfolded P X Y) ↔ IsUnit (P * X) := by
  constructor
  · rintro ⟨Y, hY⟩
    obtain ⟨C, -, hC⟩ := (isDownfolded_iff P X Y).mp hY
    exact ⟨⟨P * X, C, hC, mul_eq_one_comm.mp hC⟩, rfl⟩
  · rintro ⟨u, hu⟩
    refine ⟨X * (↑u⁻¹ : Matrix m m ℂ), (isDownfolded_iff P X _).mpr ⟨_, rfl, ?_⟩⟩
    rw [← hu]
    exact u.mul_inv

/-- For orthonormal band states `X`, downfolded orbitals exist if and only if `P * X` is
invertible; they are then unique, equal to `X (PX)⁻¹`, with overlap matrix `(PX Xᴴ Pᴴ)⁻¹`. -/
theorem downfolding (P : Matrix m n ℂ) (X : Matrix n m ℂ) (hX : Xᴴ * X = 1) :
    ((∃ Y, IsDownfolded P X Y) ↔ IsUnit (P * X)) ∧
      ∀ Y, IsDownfolded P X Y →
        Y = X * (P * X)⁻¹ ∧ Yᴴ * Y = (P * X * Xᴴ * Pᴴ)⁻¹ := by
  refine ⟨exists_isDownfolded_iff P X, fun Y hY => ?_⟩
  obtain ⟨C, rfl, hC⟩ := (isDownfolded_iff P X Y).mp hY
  refine ⟨by rw [Matrix.inv_eq_right_inv hC], ?_⟩
  -- orthonormality removes X from the overlap
  have h1 : (X * C)ᴴ * (X * C) = Cᴴ * C := by
    rw [Matrix.conjTranspose_mul, Matrix.mul_assoc, ← Matrix.mul_assoc Xᴴ, hX, Matrix.one_mul]
  have h2 : P * X * Xᴴ * Pᴴ = (P * X) * (P * X)ᴴ := by
    rw [Matrix.conjTranspose_mul]
    simp only [Matrix.mul_assoc]
  have h3 : (P * X)ᴴ * Cᴴ = 1 := by
    rw [← Matrix.conjTranspose_mul, mul_eq_one_comm.mp hC, Matrix.conjTranspose_one]
  rw [h1, h2]
  symm
  apply Matrix.inv_eq_right_inv
  calc (P * X) * (P * X)ᴴ * (Cᴴ * C) = (P * X) * ((P * X)ᴴ * Cᴴ) * C := by
        simp only [Matrix.mul_assoc]
    _ = 1 := by rw [h3, Matrix.mul_one, hC]

omit [DecidableEq m] in
/-- The Hermitian product of a vector with itself is the sum of the squared moduli of its entries.
-/
theorem star_dot_self (w : m → ℂ) : star w ⬝ᵥ w = ((∑ i, ‖w i‖ ^ 2 : ℝ) : ℂ) := by
  rw [dotProduct]
  push_cast
  exact Finset.sum_congr rfl fun i _ => Complex.conj_mul' (w i)

/-- Let the columns of `Y` be downfolded orbitals for the orthonormal bands `X`. If a normalised
state `X v` of these bands has weight at most `ε ^ 2` in the active channels, then some downfolded
orbital has a squared norm `N` with `1 ≤ m ε² N`, where `m` is the number of bands. -/
theorem exists_large_orbital (P : Matrix m n ℂ) (X Y : Matrix n m ℂ) (hX : Xᴴ * X = 1)
    (hY : IsDownfolded P X Y) (v : m → ℂ) (hv : ∑ j, ‖v j‖ ^ 2 = 1) (ε : ℝ)
    (hε : ∑ i, ‖((P * X) *ᵥ v) i‖ ^ 2 ≤ ε ^ 2) :
    ∃ j, 1 ≤ (Fintype.card m : ℝ) * ε ^ 2 * ∑ i, ‖Y i j‖ ^ 2 := by
  obtain ⟨C, hYC, hC⟩ := (isDownfolded_iff P X Y).mp hY
  -- the band state is rebuilt from its small active amplitudes
  have hrec : Y *ᵥ ((P * X) *ᵥ v) = X *ᵥ v := by
    rw [hYC, Matrix.mulVec_mulVec, Matrix.mul_assoc, mul_eq_one_comm.mp hC, Matrix.mul_one]
  have hnorm : ∑ i, ‖(X *ᵥ v) i‖ ^ 2 = 1 := by
    have h : star (X *ᵥ v) ⬝ᵥ (X *ᵥ v) = star v ⬝ᵥ v := by
      rw [Matrix.star_mulVec, Matrix.dotProduct_mulVec, Matrix.vecMul_vecMul, hX,
        Matrix.vecMul_one]
    rw [star_dot_self, star_dot_self, hv] at h
    exact_mod_cast h
  set a := (P * X) *ᵥ v with ha
  -- Cauchy-Schwarz in every channel
  have hcs : ∀ i, ‖(X *ᵥ v) i‖ ^ 2 ≤ (∑ j, ‖Y i j‖ ^ 2) * ε ^ 2 := by
    intro i
    have h1 : ‖(X *ᵥ v) i‖ ≤ ∑ j, ‖Y i j‖ * ‖a j‖ := by
      rw [← hrec]
      calc ‖(Y *ᵥ a) i‖ = ‖∑ j, Y i j * a j‖ := rfl
        _ ≤ ∑ j, ‖Y i j * a j‖ := norm_sum_le _ _
        _ = ∑ j, ‖Y i j‖ * ‖a j‖ := by simp only [norm_mul]
    calc ‖(X *ᵥ v) i‖ ^ 2 ≤ (∑ j, ‖Y i j‖ * ‖a j‖) ^ 2 := by gcongr
      _ ≤ (∑ j, ‖Y i j‖ ^ 2) * ∑ j, ‖a j‖ ^ 2 := Finset.sum_mul_sq_le_sq_mul_sq _ _ _
      _ ≤ (∑ j, ‖Y i j‖ ^ 2) * ε ^ 2 :=
        mul_le_mul_of_nonneg_left hε (Finset.sum_nonneg fun j _ => sq_nonneg _)
  have htot : 1 ≤ (∑ j, ∑ i, ‖Y i j‖ ^ 2) * ε ^ 2 := by
    rw [Finset.sum_comm, Finset.sum_mul, ← hnorm]
    exact Finset.sum_le_sum fun i _ => hcs i
  have hne : (Finset.univ : Finset m).Nonempty := by
    by_contra h
    rw [Finset.not_nonempty_iff_eq_empty] at h
    rw [h, Finset.sum_empty] at hv
    exact zero_ne_one hv
  -- at least one orbital reaches the average
  have hsum : ∑ _j : m, (1 : ℝ) ≤
      ∑ j, (Fintype.card m : ℝ) * ε ^ 2 * ∑ i, ‖Y i j‖ ^ 2 := by
    rw [← Finset.mul_sum, Finset.sum_const, Finset.card_univ, nsmul_eq_mul]
    have h0 : (0 : ℝ) ≤ Fintype.card m := Nat.cast_nonneg _
    linarith [mul_le_mul_of_nonneg_left htot h0]
  obtain ⟨j, -, hj⟩ := Finset.exists_le_of_sum_le hne hsum
  exact ⟨j, hj⟩

/-- For orthonormal band states one can always choose distinct active channels, as many as there
are bands, for which downfolded orbitals exist. -/
theorem exists_active_channels [DecidableEq n] (X : Matrix n m ℂ) (hX : Xᴴ * X = 1) :
    ∃ e : m → n, Function.Injective e ∧ ∃ Y, IsDownfolded (channelSelector e) X Y := by
  have hex : ∃ e : m → n, (X.submatrix e id).det ≠ 0 := by
    by_contra hno
    have hzero : ∀ e : m → n, (X.submatrix e id).det = 0 := fun e => by
      by_contra h
      exact hno ⟨e, h⟩
    -- expand det (Xᴴ X) multilinearly in the rows of X
    have hrow : Xᴴ * X = Matrix.of (fun i => ∑ k, Xᴴ i k • X k) := by
      ext i j
      simp [Matrix.mul_apply, Finset.sum_apply]
    have hdet : (Xᴴ * X).det = 0 := by
      rw [hrow]
      change (Matrix.detRowAlternating (R := ℂ) (n := m)).toMultilinearMap
        (fun i => ∑ k, Xᴴ i k • X k) = 0
      rw [MultilinearMap.map_sum]
      refine Finset.sum_eq_zero fun e _ => ?_
      rw [MultilinearMap.map_smul_univ]
      have h : (Matrix.detRowAlternating (R := ℂ) (n := m)).toMultilinearMap
        (fun i => X (e i)) = 0 := hzero e
      rw [h, smul_zero]
    rw [hX, Matrix.det_one] at hdet
    exact one_ne_zero hdet
  obtain ⟨e, he⟩ := hex
  refine ⟨e, fun i j hij => ?_, ?_⟩
  · by_contra hne
    exact he (Matrix.det_zero_of_row_eq hne (by funext k; simp [Matrix.submatrix_apply, hij]))
  · have hsel : channelSelector e * X = X.submatrix e id := by
      ext i j
      simp [channelSelector, Matrix.mul_apply, Matrix.one_apply]
    rw [exists_isDownfolded_iff, hsel, Matrix.isUnit_iff_isUnit_det]
    exact isUnit_iff_ne_zero.mpr he

/-- One normalised band with real amplitudes `c` and `s ≠ 0` on two channels, the second channel
being active: the downfolded orbital is `(c / s, 1)` and its squared norm is `1 / s ^ 2`. -/
theorem two_channel_witness (c s : ℝ) (hcs : c ^ 2 + s ^ 2 = 1) (hs : s ≠ 0) :
    (!![(c : ℂ); (s : ℂ)])ᴴ * !![(c : ℂ); (s : ℂ)] = 1 ∧
      IsDownfolded (channelSelector (fun _ : Fin 1 => (1 : Fin 2)))
        !![(c : ℂ); (s : ℂ)] !![(c : ℂ) / s; 1] ∧
      (!![(c : ℂ) / s; 1])ᴴ * !![(c : ℂ) / s; 1] = !![1 / (s : ℂ) ^ 2] := by
  have hs' : (s : ℂ) ≠ 0 := by exact_mod_cast hs
  have hcs' : (c : ℂ) ^ 2 + (s : ℂ) ^ 2 = 1 := by exact_mod_cast hcs
  refine ⟨?_, (isDownfolded_iff _ _ _).mpr ⟨!![1 / (s : ℂ)], ?_, ?_⟩, ?_⟩
  · ext i j
    fin_cases i
    fin_cases j
    simp [Matrix.mul_apply, Fin.sum_univ_two]
    linear_combination hcs'
  · ext i j
    fin_cases i <;> fin_cases j <;> simp [Matrix.mul_apply, div_eq_mul_inv, hs']
  · ext i j
    fin_cases i
    fin_cases j
    simp [channelSelector, Matrix.mul_apply, Matrix.one_apply, hs']
  · ext i j
    fin_cases i
    fin_cases j
    simp [Matrix.mul_apply, Fin.sum_univ_two]
    field_simp
    linear_combination hcs'

end ActiveChannels
```

```lean
#print axioms ActiveChannels.downfolding
-- 'ActiveChannels.downfolding' depends on axioms: [propext, Classical.choice, Quot.sound]
#print axioms ActiveChannels.exists_large_orbital
-- 'ActiveChannels.exists_large_orbital' depends on axioms: [propext, Classical.choice, Quot.sound]
#print axioms ActiveChannels.exists_active_channels
-- 'ActiveChannels.exists_active_channels' depends on axioms: [propext, Classical.choice, Quot.sound]
```

## From the recombination matrix C to the bounds

`isDownfolded_iff` carries the first step: the two conditions hold exactly when `Y = X * C` and `P * X * C = 1` for some `C`. In the forward direction, column j of `Y` is its action on the unit vector `Pi.single j 1`. Equal ranges place that column in the range of `X`, and `choose` collects the coefficients into `C`. In the other direction, `le_antisymm` splits the equality of ranges into two inclusions. The second uses `mul_eq_one_comm`, by which a one-sided inverse of a square matrix is two-sided; this is the identity X = Y(PX).

`exists_isDownfolded_iff` turns this `C` into invertibility of `P * X`, and back. In `downfolding`, `h1` removes XᴴX from the overlap, `h2` writes PX XᴴPᴴ as (PX)(PX)ᴴ, and the final `calc` multiplies it by CᴴC to obtain 1. `Matrix.inv_eq_right_inv` then identifies the inverse.

For the size bound, `star_dot_self` turns the Hermitian product of a vector with itself into a sum of squared moduli. Inside `exists_large_orbital`, `hrec` is Ya = Xv, `hnorm` says that Xv has norm 1, `hcs` is Cauchy-Schwarz in each channel, and `htot` is the sum over channels. `Finset.exists_le_of_sum_le` picks an orbital that reaches the average. It needs at least one band, which `hne` draws from the normalisation of v.

`exists_active_channels` argues by contradiction: if every row selection had determinant zero, the expansion would make det(XᴴX) zero. `MultilinearMap.map_sum` produces the sum over `e`, and `MultilinearMap.map_smul_univ` pulls out the coefficients. `Matrix.det_zero_of_row_eq` excludes repeated channels, and `hsel` identifies `channelSelector e * X` with the selected rows.

`two_channel_witness` supplies the 1 by 1 matrix C = 1/s and checks the entries, using c² + s² = 1 for the norm of the band and for that of the orbital.
